# A bounded site energy whose cluster increments grow exponentially in total magnitude

Give an atom with $n$ neighbours the energy $1/(1+n)$, in arbitrary units, and let it have two neighbours, $a$ and $b$. Alone, the atom has energy $1$. Adding either neighbour lowers this to $1/2$, so each carries a correction of $-1/2$. These terms predict $1-\tfrac12-\tfrac12=0$ for the pair, but the energy is $1/3$, so the pair needs a correction of $+1/3$. The four terms sum to $1/3$, while their absolute values sum to $7/3$.

The problem is how this cancellation grows with the number of neighbours. It bears on body-ordered interatomic potentials, including machine-learned ones, through a model in which the site energy depends only on the number of neighbours.

## The site energy and its increments

The type `ι` labels possible neighbours, and a finite set `S : Finset ι` is an environment. Write $|S|$ for its size, `S.card` in Lean, and $N=|S|$ throughout.

```lean
import Mathlib

open Finset

namespace IllConditionedClusterExpansion

noncomputable section

variable {ι : Type*}
```

The energy $E(S)=1/(1+|S|)$ stands for saturation of bonding: each further neighbour changes the energy less than the one before. Positions and species do not enter; passing to a real site energy, which depends on them, is a step that the theorems do not supply.

```lean
/-- The site energy of an atom whose set of neighbours is `S`: `1 / (1 + card S)`. -/
def siteEnergy (S : Finset ι) : ℝ := 1 / (1 + (S.card : ℝ))
```

The increment of a cluster is what remains after all smaller clusters have been accounted for:
$$\Delta(S)=\sum_{T\subseteq S}(-1)^{|S|-|T|}E(T).$$
A "cluster of $n$ atoms" counts neighbours only. With the central atom included, it is a term of body order $n+1$.

```lean
/-- The increment of the cluster `S` for an energy `E`: the inclusion-exclusion sum of `E`
over all subclusters of `S`. -/
def increment (E : Finset ι → ℝ) (S : Finset ι) : ℝ :=
  ∑ T ∈ S.powerset, (-1) ^ (S.card - T.card) * E T
```

## (a) Bounds on the energy

Show that $0<E(S)\le 1$.

**Solution.** Since $|S|\ge 0$, the denominator $1+|S|$ is at least $1$. Lean uses `positivity` for the first bound and clears the denominator for the second.

```lean
/-- The site energy is positive and never exceeds one. -/
theorem siteEnergy_bounds (S : Finset ι) : 0 < siteEnergy S ∧ siteEnergy S ≤ 1 := by
  unfold siteEnergy
  have h : (0 : ℝ) ≤ (S.card : ℝ) := Nat.cast_nonneg _
  refine ⟨by positivity, ?_⟩
  rw [div_le_one (by positivity)]
  linarith
```

## (b) A generating identity

Show for every real $x$ that
$$x(N+1)\sum_{T\subseteq S}\frac{x^{|T|}}{|T|+1}=(1+x)^{N+1}-1.$$

**Solution.** There are $\binom Nm$ subsets of size $m$. From the factorials,
$$(N+1)\binom Nm=(m+1)\binom{N+1}{m+1},$$
so the left side is $\sum_{m=0}^{N}\binom{N+1}{m+1}x^{m+1}$. This is the binomial expansion of $(1+x)^{N+1}$ without its constant term $1$.

In the code, `h` groups the subsets, `hb` expands the power and `hc` is the factorial identity.

```lean
/-- Generating identity for sums over clusters in which a cluster of `n` atoms has
weight `x ^ n / (n + 1)`. -/
theorem weighted_cluster_sum (x : ℝ) (S : Finset ι) :
    x * ((S.card : ℝ) + 1) * ∑ T ∈ S.powerset, x ^ T.card / ((T.card : ℝ) + 1)
      = (1 + x) ^ (S.card + 1) - 1 := by
  -- group the clusters by their number of atoms
  have h : ∑ T ∈ S.powerset, x ^ T.card / ((T.card : ℝ) + 1)
      = ∑ m ∈ range (S.card + 1), S.card.choose m • (x ^ m / ((m : ℝ) + 1)) :=
    Finset.sum_powerset_apply_card (fun k : ℕ => x ^ k / ((k : ℝ) + 1))
  have hb : (1 + x) ^ (S.card + 1) - 1
      = ∑ m ∈ range (S.card + 1), x ^ (m + 1) * ((S.card + 1).choose (m + 1) : ℝ) := by
    rw [add_comm 1 x, add_pow, Finset.sum_range_succ']
    simp
  rw [h, hb, Finset.mul_sum]
  refine Finset.sum_congr rfl fun m _ => ?_
  -- absorption identity for binomial coefficients
  have hc : ((S.card : ℝ) + 1) * (S.card.choose m : ℝ)
      = ((S.card + 1).choose (m + 1) : ℝ) * ((m : ℝ) + 1) := by
    exact_mod_cast Nat.add_one_mul_choose_eq S.card m
  have hm : (m : ℝ) + 1 ≠ 0 := by positivity
  rw [nsmul_eq_mul]
  calc x * ((S.card : ℝ) + 1) * ((S.card.choose m : ℝ) * (x ^ m / ((m : ℝ) + 1)))
      = x ^ (m + 1) * ((((S.card : ℝ) + 1) * (S.card.choose m : ℝ)) / ((m : ℝ) + 1)) := by
        ring
    _ = x ^ (m + 1) * ((S.card + 1).choose (m + 1) : ℝ) := by
        rw [hc, mul_div_cancel_right₀ _ hm]
```

The grouping rests on Mathlib's `Finset.sum_powerset_apply_card`. It turns a sum over subsets into a sum over sizes, provided that the summand is a function of the size alone. That function is passed explicitly as `fun k : ℕ => x ^ k / ((k : ℝ) + 1)`. The multiplicity appears as `•`, repeated addition, which `nsmul_eq_mul` turns into ordinary multiplication.

## (c) The alternating sum

Show that
$$\sum_{T\subseteq S}\frac{(-1)^{|T|}}{|T|+1}=E(S).$$

**Solution.** Put $x=-1$ in (b). The exponent $N+1$ is positive, so the power vanishes and $-(N+1)$ times the sum equals $-1$. Divide by $-(N+1)$. Lean does the same, with `linear_combination -h` supplying the sign.

```lean
/-- Terms `(-1) ^ n / (n + 1)` for clusters of `n` atoms, summed over all clusters in `S`,
give the site energy of `S`. -/
theorem alternating_cluster_sum (S : Finset ι) :
    ∑ T ∈ S.powerset, (-1 : ℝ) ^ T.card / ((T.card : ℝ) + 1) = siteEnergy S := by
  have h := weighted_cluster_sum (-1) S
  have h0 : (1 + (-1 : ℝ)) ^ (S.card + 1) = 0 := by simp
  rw [h0] at h
  unfold siteEnergy
  rw [eq_div_iff (by positivity)]
  linear_combination -h
```

## (d) The increment in closed form

Show that
$$\Delta(S)=\frac{(-1)^N}{N+1}.$$

**Solution.** For $T\subseteq S$, $(-1)^{N-|T|}=(-1)^N(-1)^{|T|}$. Hence
$$\Delta(S)=(-1)^N\sum_{T\subseteq S}\frac{(-1)^{|T|}}{|T|+1}=(-1)^N E(S)$$
by (c). Lean writes $N=|T|+d$ to handle the subtraction of natural numbers, and `hs` records that the square of a sign is $1$.

```lean
/-- The increment of a cluster of `n` atoms is `(-1) ^ n / (n + 1)`. -/
theorem increment_siteEnergy (S : Finset ι) :
    increment siteEnergy S = (-1) ^ S.card / ((S.card : ℝ) + 1) := by
  -- pull the overall sign out of the inclusion-exclusion sum
  have h : increment siteEnergy S
      = (-1) ^ S.card * ∑ T ∈ S.powerset, (-1 : ℝ) ^ T.card / ((T.card : ℝ) + 1) := by
    unfold increment
    rw [Finset.mul_sum]
    refine Finset.sum_congr rfl fun T hT => ?_
    obtain ⟨d, hd⟩ := Nat.exists_eq_add_of_le (Finset.card_le_card (Finset.mem_powerset.mp hT))
    have hs : (-1 : ℝ) ^ T.card * (-1) ^ T.card = 1 := by
      rw [← mul_pow]; norm_num
    unfold siteEnergy
    rw [hd, Nat.add_sub_cancel_left, pow_add, add_comm 1 (T.card : ℝ)]
    linear_combination (-((-1 : ℝ) ^ d / ((T.card : ℝ) + 1))) * hs
  rw [h, alternating_cluster_sum]
  unfold siteEnergy
  ring
```

## (e) Uniqueness of the cluster terms

Suppose that terms $V(T)$ satisfy $\sum_{T\subseteq S}V(T)=E(S)$ for every finite $S$. Show that
$$V(S)=\frac{(-1)^{N}}{N+1}.$$

**Solution.** Use induction on the cluster. If the formula holds for all proper subsets of $S$, subtract the identity in (c) from the assumption on $V$. All terms cancel except those of $S$ itself, which must therefore agree. For the empty set there are no proper subsets, and $V(\varnothing)=1$.

`Finset.strongInduction` provides the hypothesis, and `e1` and `e2` split off the term of $S$. No symmetry of $V$ is assumed. An exact expansion of this form, valid in every environment, thus has no freedom to choose smaller terms.

```lean
/-- Any cluster terms `V` that add up to the site energy in every environment are
`(-1) ^ n / (n + 1)` on clusters of `n` atoms. -/
theorem cluster_terms_unique (V : Finset ι → ℝ)
    (hV : ∀ S, ∑ T ∈ S.powerset, V T = siteEnergy S) (S : Finset ι) :
    V S = (-1) ^ S.card / ((S.card : ℝ) + 1) := by
  classical
  induction S using Finset.strongInduction with
  | H S ih =>
    have e1 := Finset.add_sum_erase S.powerset V (Finset.mem_powerset_self S)
    have e2 := Finset.add_sum_erase S.powerset
      (fun T => (-1 : ℝ) ^ T.card / ((T.card : ℝ) + 1)) (Finset.mem_powerset_self S)
    beta_reduce at e2
    -- the terms of all proper subclusters are already fixed
    have hsum : ∑ T ∈ S.powerset.erase S, V T
        = ∑ T ∈ S.powerset.erase S, (-1 : ℝ) ^ T.card / ((T.card : ℝ) + 1) := by
      refine Finset.sum_congr rfl fun T hT => ?_
      have hT' := Finset.mem_erase.mp hT
      exact ih T (Finset.ssubset_iff_subset_ne.mpr ⟨Finset.mem_powerset.mp hT'.2, hT'.1⟩)
    linarith [hV S, alternating_cluster_sum S]
```

## (f) The contribution of one cluster size

Show that
$$\sum_{\substack{T\subseteq S\\|T|=n}}\Delta(T)=\frac{(-1)^n}{N+1}\binom{N+1}{n+1}.$$

**Solution.** There are $\binom Nn$ such clusters, each contributing $(-1)^n/(n+1)$ by (d). The factorial identity from (b) gives the result; for $n>N$ both sides are zero.

Each increment is at most $1$ in magnitude, so it is the number of clusters that makes the contributions large. For $N=20$ and $n=10$ the contribution is $16796$, against an energy of $1/21$.

```lean
/-- Among `N` neighbours, all clusters of `n` atoms together contribute
`(-1) ^ n * C(N + 1, n + 1) / (N + 1)` to the energy. -/
theorem body_order_contribution (S : Finset ι) (n : ℕ) :
    ∑ T ∈ S.powersetCard n, increment siteEnergy T
      = (-1) ^ n * ((S.card + 1).choose (n + 1) : ℝ) / ((S.card : ℝ) + 1) := by
  have h : ∑ T ∈ S.powersetCard n, increment siteEnergy T
      = ∑ _T ∈ S.powersetCard n, (-1 : ℝ) ^ n / ((n : ℝ) + 1) := by
    refine Finset.sum_congr rfl fun T hT => ?_
    rw [increment_siteEnergy, (Finset.mem_powersetCard.mp hT).2]
  have hc : ((S.card : ℝ) + 1) * (S.card.choose n : ℝ)
      = ((S.card + 1).choose (n + 1) : ℝ) * ((n : ℝ) + 1) := by
    exact_mod_cast Nat.add_one_mul_choose_eq S.card n
  have hn : (n : ℝ) + 1 ≠ 0 := by positivity
  rw [h, Finset.sum_const, Finset.card_powersetCard, nsmul_eq_mul, eq_div_iff (by positivity)]
  calc (S.card.choose n : ℝ) * ((-1) ^ n / ((n : ℝ) + 1)) * ((S.card : ℝ) + 1)
      = (-1) ^ n * ((((S.card : ℝ) + 1) * (S.card.choose n : ℝ)) / ((n : ℝ) + 1)) := by ring
    _ = (-1) ^ n * ((S.card + 1).choose (n + 1) : ℝ) := by
        rw [hc, mul_div_cancel_right₀ _ hn]
```

## (g) The magnitude of an increment

Show that
$$|\Delta(S)|=\frac1{N+1}.$$

**Solution.** Take absolute values in (d): the sign has magnitude $1$ and the denominator is positive.

```lean
/-- The increment of a cluster of `n` atoms has magnitude `1 / (n + 1)`. -/
theorem abs_increment (S : Finset ι) :
    |increment siteEnergy S| = 1 / ((S.card : ℝ) + 1) := by
  have hp : (0 : ℝ) < (S.card : ℝ) + 1 := by positivity
  rw [increment_siteEnergy, abs_div, abs_pow, abs_neg, abs_one, one_pow, abs_of_pos hp]
```

## (h) Signed and absolute totals

Show that
$$\sum_{T\subseteq S}\Delta(T)=\frac1{1+N},\qquad \sum_{T\subseteq S}|\Delta(T)|=\frac{2^{N+1}-1}{N+1}.$$

**Solution.** The first sum is (c) with (d) inserted. For the second, insert (g) and put $x=1$ in (b), then divide by $N+1$. The ratio of the totals is $2^{N+1}-1$, which equals $1$ without neighbours and $7$ for the pair above.

```lean
/-- Over all subsets of `N` neighbours the increments sum to the site energy `1 / (1 + N)`,
while their absolute values sum to `(2 ^ (N + 1) - 1) / (N + 1)`. -/
theorem increments_cancel (S : Finset ι) :
    ∑ T ∈ S.powerset, increment siteEnergy T = 1 / (1 + (S.card : ℝ)) ∧
    ∑ T ∈ S.powerset, |increment siteEnergy T|
      = (2 ^ (S.card + 1) - 1) / ((S.card : ℝ) + 1) := by
  constructor
  · simp only [increment_siteEnergy]
    exact alternating_cluster_sum S
  · simp only [abs_increment]
    have h := weighted_cluster_sum 1 S
    simp only [one_pow, one_mul] at h
    rw [one_add_one_eq_two] at h
    rw [eq_div_iff (by positivity)]
    linear_combination h
```

## (i) Amplification of relative errors

Let each increment carry the relative error $\delta(-1)^{|T|}$, with $\delta$ real. Show that
$$\sum_{T\subseteq S}\Delta(T)\bigl(1+\delta(-1)^{|T|}\bigr)-E(S)=\delta\,(2^{N+1}-1)\,E(S).$$

**Solution.** By (d) and (g), $\Delta(T)(-1)^{|T|}=|\Delta(T)|$, so all errors push the same way. The perturbed sum is $E(S)+\delta\sum_{T\subseteq S}|\Delta(T)|$, and (h) gives the result. In Lean, `hT` is the termwise rewriting.

For $N=20$ and $\delta=10^{-6}$, the energy is wrong by about $210\%$. This is a particular error pattern; the theorem makes no statement about random errors, which may partly cancel.

```lean
/-- If the increment of every cluster of `n` atoms carries the relative error `δ * (-1) ^ n`,
the energy of `N` neighbours carries the relative error `δ * (2 ^ (N + 1) - 1)`. -/
theorem relative_error_amplification (S : Finset ι) (δ : ℝ) :
    ∑ T ∈ S.powerset, increment siteEnergy T * (1 + δ * (-1) ^ T.card) - siteEnergy S
      = δ * (2 ^ (S.card + 1) - 1) * siteEnergy S := by
  -- the alternating errors all push the energy in the same direction
  have hT : ∀ T : Finset ι, increment siteEnergy T * (1 + δ * (-1) ^ T.card)
      = increment siteEnergy T + δ * |increment siteEnergy T| := by
    intro T
    have hs : (-1 : ℝ) ^ T.card * (-1) ^ T.card = 1 := by
      rw [← mul_pow]; norm_num
    rw [abs_increment, increment_siteEnergy]
    linear_combination (δ / ((T.card : ℝ) + 1)) * hs
  rw [Finset.sum_congr rfl (fun T _ => hT T), Finset.sum_add_distrib, ← Finset.mul_sum,
    (increments_cancel S).1, (increments_cancel S).2]
  unfold siteEnergy
  ring

end

end IllConditionedClusterExpansion
```

```lean
#print axioms IllConditionedClusterExpansion.increment_siteEnergy
#print axioms IllConditionedClusterExpansion.cluster_terms_unique
#print axioms IllConditionedClusterExpansion.body_order_contribution
#print axioms IllConditionedClusterExpansion.relative_error_amplification
```

```
'IllConditionedClusterExpansion.increment_siteEnergy' depends on axioms: [propext, Classical.choice, Quot.sound]
'IllConditionedClusterExpansion.cluster_terms_unique' depends on axioms: [propext, Classical.choice, Quot.sound]
'IllConditionedClusterExpansion.body_order_contribution' depends on axioms: [propext, Classical.choice, Quot.sound]
'IllConditionedClusterExpansion.relative_error_amplification' depends on axioms: [propext, Classical.choice, Quot.sound]
```
